# Every octahedrally symmetric linear operator on the real d shell is fixed by two numbers

Q: Suppose I sort the d orbitals in an octahedral field only by asking which ones the symmetry operations carry into each other. Exchanging axes takes $yz$ to $xz$ and $xy$, so those three share a level. But no operation of the cube turns $2z^2-x^2-y^2$ into a multiple of $x^2-y^2$. I end up with three levels, and the textbook has two.

A: The missing ingredient is linearity. Exchanging $x$ and $z$ turns $2z^2-x^2-y^2$ into $2x^2-y^2-z^2$, and $x^2-y^2$ is a combination of these two. If both are multiplied by the same number, so is $x^2-y^2$.

Q: Show me by hand, for a general operator.

A: Number the axes $x,y,z$ as $0,1,2$. A real symmetric traceless matrix $A$ stands for the quadratic form $\sum_{ij}A_{ij}r_ir_j$ in the position $r$. Since $A_{22}=-A_{00}-A_{11}$, five entries fix it, and I write

$$A=[A_{00},A_{11};\,A_{12},A_{02},A_{01}].$$

An octahedral operation is a matrix $g$ with $(gr)_i=s_i\,r_{\sigma(i)}$, where $\sigma$ permutes the axes and each $s_i=\pm1$. It acts by $A\mapsto gAg^T$, which in entries reads

$$(gAg^T)_{ij}=s_is_jA_{\sigma(i)\sigma(j)}.$$

Reflecting $x$ therefore flips the signs of $A_{02}$ and $A_{01}$, and reflecting $y$ flips $A_{12}$ and $A_{01}$.

Let $L$ be linear and commute with all these operations. Take $Y=[0,0;1,0,0]$, the $yz$ orbital, and write $L(Y)=[p,q;b,k,l]$.

- Reflecting $x$ leaves $Y$ alone, so $k=-k$ and $l=-l$. Both vanish.
- Reflecting $y$ sends $Y$ to $-Y$, so $[p,q;-b,0,0]=-[p,q;b,0,0]$. Hence $p=q=0$.

So $L(Y)=bY$, and exchanging axes gives the same $b$ for $xz$ and $xy$.

Now take $D=[-1,-1;0,0,0]$, which is $2z^2-x^2-y^2$, and write $L(D)=[c,d;k,l,m]$ with fresh $k,l,m$. Both reflections fix $D$, which forces $k=l=m=0$. Exchanging $x$ and $y$ also fixes it, which forces $c=d$. So $L(D)=-cD$; put $a=-c$. Exchanging $x$ and $z$ gives $L(E)=aE$ for $E=[2,-1;0,0,0]$. Any diagonal matrix in the shell, with first entries $u$ and $v$, is

$$-\frac{u+2v}{3}\,D+\frac{u-v}{3}\,E,$$

so $L$ multiplies it by $a$. For $x^2-y^2$ the coefficients are $\tfrac13$ and $\tfrac23$.

Conversely, let $L$ multiply entry $(i,j)$ by $\lambda_{ij}$, equal to $a$ if $i=j$ and $b$ otherwise. A permutation sends equal indices to equal ones and distinct indices to distinct ones, so $\lambda_{\sigma(i)\sigma(j)}=\lambda_{ij}$, and $L$ commutes with every operation.

Q: Fine. Now the formal version. Where are the d orbitals?

A: They are `dShell`, the real symmetric traceless matrices, as a subspace of all real $3\times3$ matrices. Tracelessness removes $x^2+y^2+z^2$, which is an s function. Reading these matrices as the angular parts of d orbitals is our interpretation; no spherical harmonics or radial functions appear.

In Lean 4 with Mathlib:

```lean
import Mathlib

open Matrix

namespace OctahedralSplitting

noncomputable section

/-- The real d shell: symmetric traceless 3×3 matrices, read as quadratic forms in x, y, z. -/
def dShell : Submodule ℝ (Matrix (Fin 3) (Fin 3) ℝ) where
  carrier := {A | Aᵀ = A ∧ A.trace = 0}
  add_mem' := by
    rintro A B ⟨hA, tA⟩ ⟨hB, tB⟩
    exact ⟨by rw [Matrix.transpose_add, hA, hB], by rw [Matrix.trace_add, tA, tB, add_zero]⟩
  zero_mem' := ⟨by simp, by simp⟩
  smul_mem' := by
    rintro c A ⟨hA, tA⟩
    exact ⟨by rw [Matrix.transpose_smul, hA], by rw [Matrix.trace_smul, tA, smul_zero]⟩
```

Q: And is the group the full octahedral group, or just some convenient generators?

A: All 48 signed permutation matrices, improper operations included. `signedPerm σ s` is $g$, `rotate` is the conjugation, which despite its name also covers reflections, and `rotate_apply` is the entry formula above. Its proof expands the two matrix products; each sum has one surviving term.

```lean
/-- The signed permutation matrix with axis permutation `σ` and signs `s`. -/
def signedPerm (σ : Equiv.Perm (Fin 3)) (s : Fin 3 → ℤˣ) : Matrix (Fin 3) (Fin 3) ℝ :=
  Matrix.of fun i j => if j = σ i then ((s i : ℤ) : ℝ) else 0

/-- Conjugation `A ↦ g A gᵀ` by a signed permutation matrix `g`. -/
def rotate (σ : Equiv.Perm (Fin 3)) (s : Fin 3 → ℤˣ) (A : Matrix (Fin 3) (Fin 3) ℝ) :
    Matrix (Fin 3) (Fin 3) ℝ :=
  signedPerm σ s * A * (signedPerm σ s)ᵀ

/-- An octahedral operation permutes the entries of a matrix and multiplies them by signs. -/
theorem rotate_apply (σ : Equiv.Perm (Fin 3)) (s : Fin 3 → ℤˣ)
    (A : Matrix (Fin 3) (Fin 3) ℝ) (i j : Fin 3) :
    rotate σ s A i j = ((s i : ℤ) : ℝ) * ((s j : ℤ) : ℝ) * A (σ i) (σ j) := by
  simp only [rotate, signedPerm, Matrix.mul_apply, Matrix.transpose_apply, Matrix.of_apply,
    ite_mul, mul_ite, zero_mul, mul_zero, Finset.sum_ite_eq', Finset.mem_univ, if_true]
  ring
```

Q: The symmetry condition looks evasive. Why "if $B$ is the rotated $A$" instead of simply $L(gAg^T)=gL(A)g^T$?

```lean
/-- `L` commutes with the octahedral group: if `B` is the rotated `A`, then `L B` is the
rotated `L A`. -/
def IsOctahedral (L : dShell →ₗ[ℝ] dShell) : Prop :=
  ∀ σ s (A B : dShell), B.1 = rotate σ s A.1 → (L B).1 = rotate σ s (L A).1
```

A: Because `L` accepts only elements of `dShell`, while `rotate` returns a bare matrix. Naming the rotated element `B` settles that, and `.1` reads off the underlying matrix. The condition isn't empty: $gAg^T$ is again symmetric, and traceless because $g$ is orthogonal, so a suitable $B$ exists for each $A$ and $g$.

Q: What represents the field itself?

A: `crystalField a b`, the operator with factors $\lambda_{ij}$. The number `a` stands for the energy of the e_g orbitals, $2z^2-x^2-y^2$ and $x^2-y^2$, and `b` for that of the t_2g orbitals, $yz$, $xz$ and $xy$. The definition has to show that its output stays in the shell: symmetry survives because $\lambda_{ij}=\lambda_{ji}$, and the trace is merely multiplied by $a$.

```lean
/-- The operator that multiplies diagonal entries by `a` and off-diagonal entries by `b`. -/
def crystalField (a b : ℝ) : dShell →ₗ[ℝ] dShell where
  toFun A := ⟨Matrix.of fun i j => (if i = j then a else b) * A.1 i j, by
    have h : A.1ᵀ = A.1 ∧ A.1.trace = 0 := A.2
    show (_ : Matrix (Fin 3) (Fin 3) ℝ)ᵀ = _ ∧ Matrix.trace _ = 0
    refine ⟨?_, ?_⟩
    · ext i j
      have e : A.1 j i = A.1 i j := congrFun (congrFun h.1 i) j
      change (if j = i then a else b) * A.1 j i = (if i = j then a else b) * A.1 i j
      by_cases hij : i = j
      · subst hij
        rfl
      · rw [if_neg hij, if_neg (Ne.symm hij), e]
    · have t := h.2
      rw [Matrix.trace_fin_three] at t ⊢
      change a * A.1 0 0 + a * A.1 1 1 + a * A.1 2 2 = 0
      linear_combination a * t⟩
  map_add' A B := Subtype.ext (Matrix.ext fun i j =>
    mul_add (if i = j then a else b) (A.1 i j) (B.1 i j))
  map_smul' r A := Subtype.ext (Matrix.ext fun i j =>
    mul_left_comm (if i = j then a else b) r (A.1 i j))
```

Q: Your five-entry notation must be in there too.

A: It is `orbital u v x y z`, in the same order. Beware that its arguments `x y z` are the $yz$, $xz$ and $xy$ entries, not positions. The next lemmas say that every element has this form, that the five coordinates are unique, and that scaling and addition act on each coordinate separately.

```lean
/-- The d-shell matrix with diagonal `u, v, -u-v` and yz, xz, xy entries `x, y, z`. -/
def orbital (u v x y z : ℝ) : dShell :=
  ⟨!![u, z, y; z, v, x; y, x, -u - v], by
    show (_ : Matrix (Fin 3) (Fin 3) ℝ)ᵀ = _ ∧ Matrix.trace _ = 0
    refine ⟨by ext i j; fin_cases i <;> fin_cases j <;> rfl, ?_⟩
    rw [Matrix.trace_fin_three]
    change u + v + (-u - v) = 0
    ring⟩

/-- Every element of the d shell is fixed by five of its entries. -/
theorem eq_orbital (A : dShell) :
    A = orbital (A.1 0 0) (A.1 1 1) (A.1 1 2) (A.1 0 2) (A.1 0 1) := by
  have h : A.1ᵀ = A.1 ∧ A.1.trace = 0 := A.2
  have e : ∀ i j, A.1 i j = A.1 j i := fun i j => congrFun (congrFun h.1 j) i
  have t := h.2
  rw [Matrix.trace_fin_three] at t
  have t' : A.1 2 2 = -A.1 0 0 - A.1 1 1 := by linarith
  apply Subtype.ext
  ext i j
  fin_cases i <;> fin_cases j
  exacts [rfl, rfl, rfl, e 1 0, rfl, rfl, e 2 0, e 2 1, t']

/-- Two d-shell matrices agree exactly when their five coordinates agree. -/
theorem orbital_inj {u v x y z u' v' x' y' z' : ℝ} :
    orbital u v x y z = orbital u' v' x' y' z' ↔
      u = u' ∧ v = v' ∧ x = x' ∧ y = y' ∧ z = z' := by
  refine ⟨fun h => ?_, by rintro ⟨rfl, rfl, rfl, rfl, rfl⟩; rfl⟩
  have e : ∀ i j, (orbital u v x y z).1 i j = (orbital u' v' x' y' z').1 i j :=
    fun i j => by rw [h]
  exact ⟨e 0 0, e 1 1, e 1 2, e 0 2, e 0 1⟩

/-- Scaling and superposition of d-shell matrices act coordinate by coordinate. -/
theorem orbital_linear :
    (∀ c u v x y z : ℝ, c • orbital u v x y z
      = orbital (c * u) (c * v) (c * x) (c * y) (c * z)) ∧
    (∀ u v x y z u' v' x' y' z' : ℝ, orbital u v x y z + orbital u' v' x' y' z'
      = orbital (u + u') (v + v') (x + x') (y + y') (z + z')) :=
  ⟨fun _ _ _ _ _ _ => eq_orbital _, fun _ _ _ _ _ _ _ _ _ _ => eq_orbital _⟩
```

Q: These vectors aren't normalised.

A: No. With the inner product $\operatorname{tr}(AB)$, the normalised versions are $Y/\sqrt2$ and $D/\sqrt6$. Also, $D$ and $E$ aren't orthogonal. Neither point affects the factors $a$ and $b$.

Q: You checked 48 operations but used only four.

A: For the forward direction four are enough. `orbital_images` takes one known value of `L` and returns its images under reflecting $x$, reflecting $y$, exchanging $x$ and $y$, and exchanging $x$ and $z$. The helper `go` applies the symmetry condition, and the entries are then compared case by case using `rotate_apply`.

```lean
/-- For an octahedral operator, one known image gives four more: by reflecting x, reflecting y,
exchanging x and y, and exchanging x and z. -/
theorem orbital_images {L : dShell →ₗ[ℝ] dShell} (hL : IsOctahedral L)
    {u v x y z p q k l m : ℝ} (h : L (orbital u v x y z) = orbital p q k l m) :
    L (orbital u v x (-y) (-z)) = orbital p q k (-l) (-m) ∧
    L (orbital u v (-x) y (-z)) = orbital p q (-k) l (-m) ∧
    L (orbital v u y x z) = orbital q p l k m ∧
    L (orbital (-u - v) v z y x) = orbital (-p - q) q m l k := by
  have go : ∀ σ s (B B' : dShell), rotate σ s (orbital u v x y z).1 = B.1 →
      rotate σ s (orbital p q k l m).1 = B'.1 → L B = B' := fun σ s B B' e e' =>
    Subtype.ext (by rw [hL σ s _ B e.symm, h, e'])
  refine ⟨go 1 ![-1, 1, 1] _ _ ?_ ?_, go 1 ![1, -1, 1] _ _ ?_ ?_,
    go (Equiv.swap 0 1) 1 _ _ ?_ ?_, go (Equiv.swap 0 2) 1 _ _ ?_ ?_⟩ <;>
    ext i j <;> rw [rotate_apply] <;> fin_cases i <;> fin_cases j <;>
    simp [orbital, Equiv.swap_apply_def] <;> ring
```

Q: Then the main theorem is the hand argument again?

A: Nearly line for line. It says that a linear `L` satisfies `IsOctahedral L` if and only if `L = crystalField a b` for some real `a` and `b`.

In the proof, `hx` records the unknown $L(Y)$, and `x0` and `x1` are the two reflected equations. Comparing coordinates with `orbital_inj` gives relations such as $k=-k$, from which `linarith` gets the zeros. The steps with `hd`, `d0`, `d1` and `d2` do the same for $D$, while `d3` supplies $E$ and `x2`, `x3` supply $xz$ and $xy$. The identity `dec` expands a general element in these five orbitals, and linearity finishes the forward direction. The last bullet is the converse: `EmbeddingLike.apply_eq_iff_eq` expresses that $\sigma(i)=\sigma(j)$ exactly when $i=j$.

```lean
/-- Octahedral splitting: a linear operator on the d shell commutes with all octahedral
operations exactly when it is one scalar on the diagonal part and one on the off-diagonal part. -/
theorem octahedral_splitting (L : dShell →ₗ[ℝ] dShell) :
    IsOctahedral L ↔ ∃ a b : ℝ, L = crystalField a b := by
  constructor
  · intro hL
    obtain ⟨sm, ad⟩ := orbital_linear
    have coord : ∀ A : dShell, ∃ p q k l m, A = orbital p q k l m :=
      fun A => ⟨_, _, _, _, _, eq_orbital A⟩
    -- the yz orbital: reflections leave only a multiple of itself
    obtain ⟨p, q, b, k, l, hx⟩ := coord (L (orbital 0 0 1 0 0))
    obtain ⟨x0, x1, x2, x3⟩ := orbital_images hL hx
    have n : orbital 0 0 (-1) 0 0 = (-1 : ℝ) • orbital 0 0 1 0 0 := by
      rw [sm]
      norm_num
    rw [neg_zero, hx, orbital_inj] at x0
    rw [neg_zero, n, map_smul, hx, sm, orbital_inj] at x1
    obtain rfl : p = 0 := by linarith [x1.1]
    obtain rfl : q = 0 := by linarith [x1.2.1]
    obtain rfl : k = 0 := by linarith [x0.2.2.2.1]
    obtain rfl : l = 0 := by linarith [x0.2.2.2.2]
    -- the orbital 2z² - x² - y²: reflections and x↔y leave only a multiple of itself
    obtain ⟨c, d, k, l, m, hd⟩ := coord (L (orbital (-1) (-1) 0 0 0))
    obtain ⟨d0, d1, d2, d3⟩ := orbital_images hL hd
    rw [neg_zero, hd, orbital_inj] at d0 d1
    rw [hd, orbital_inj] at d2
    have hcd : c = d := d2.1
    obtain rfl : k = 0 := by linarith [d1.2.2.1]
    obtain rfl : l = 0 := by linarith [d0.2.2.2.1]
    obtain rfl : m = 0 := by linarith [d0.2.2.2.2]
    rw [← hcd] at hd d3
    -- the exchanged axes supply the remaining orbitals, and linearity does the rest
    refine ⟨-c, b, LinearMap.ext fun A => ?_⟩
    obtain ⟨u, v, x, y, z, rfl⟩ := coord A
    have hC : crystalField (-c) b (orbital u v x y z)
        = orbital (-c * u) (-c * v) (b * x) (b * y) (b * z) := eq_orbital _
    have dec : orbital u v x y z = (-(u + 2 * v) / 3) • orbital (-1) (-1) 0 0 0
        + ((u - v) / 3) • orbital (- -1 - -1) (-1) 0 0 0 + x • orbital 0 0 1 0 0
        + y • orbital 0 0 0 1 0 + z • orbital (-0 - 0) 0 0 0 1 := by
      simp only [sm, ad, orbital_inj]
      refine ⟨by ring, by ring, by ring, by ring, by ring⟩
    rw [hC, dec]
    simp only [map_add, map_smul, hd, d3, hx, x2, x3]
    rw [sm, sm, sm, sm, sm, ad, ad, ad, ad, orbital_inj]
    refine ⟨by ring, by ring, by ring, by ring, by ring⟩
  · rintro ⟨a, b, rfl⟩ σ s A B hB
    ext i j
    rw [rotate_apply]
    change (if i = j then a else b) * B.1 i j
      = _ * ((if σ i = σ j then a else b) * A.1 (σ i) (σ j))
    rw [hB, rotate_apply]
    simp only [EmbeddingLike.apply_eq_iff_eq]
    ring
```

Q: I notice that you never assumed $L$ is symmetric. Shouldn't a Hamiltonian be?

A: It should, but the argument doesn't need it. Commuting with the group already makes $L$ diagonal in the sense above, with real factors.

Q: Two factors aren't yet two levels. What if $a=b$?

A: Then the whole shell is one level, which the main theorem allows. The last theorem, `levels`, assumes $a\ne b$. Under that hypothesis, $L(A)=aA$ holds exactly when all off-diagonal entries vanish, and $L(A)=bA$ exactly when all diagonal entries vanish. Counting free entries gives two e_g and three t_2g orbitals.

The proof's `key` turns the matrix equation into one equation per entry, $\lambda_{ij}A_{ij}=cA_{ij}$, where $c$ is now the level being tested. For $c=a$ the diagonal equations hold automatically, and the others say $(b-a)A_{ij}=0$. The case $c=b$ is the mirror image.

```lean
/-- If `a ≠ b`, the level `a` consists exactly of the diagonal matrices (e_g) and the level `b`
exactly of the matrices with zero diagonal (t_2g). -/
theorem levels {a b : ℝ} (hab : a ≠ b) (A : dShell) :
    (crystalField a b A = a • A ↔ ∀ i j, i ≠ j → A.1 i j = 0) ∧
    (crystalField a b A = b • A ↔ ∀ i, A.1 i i = 0) := by
  have key : ∀ c, crystalField a b A = c • A ↔
      ∀ i j, (if i = j then a else b) * A.1 i j = c * A.1 i j := fun c =>
    ⟨fun h i j => congrArg (fun B : dShell => B.1 i j) h,
      fun h => Subtype.ext (Matrix.ext h)⟩
  rw [key, key]
  refine ⟨⟨fun h i j hij => ?_, fun h i j => ?_⟩, ⟨fun h i => ?_, fun h i j => ?_⟩⟩
  · simpa [hij, hab.symm] using h i j
  · by_cases hij : i = j <;> simp [hij, h]
  · simpa [hab] using h i i
  · by_cases hij : i = j <;> simp [hij, h]

end

end OctahedralSplitting
```

```lean
#print axioms OctahedralSplitting.octahedral_splitting
#print axioms OctahedralSplitting.levels
```

```
'OctahedralSplitting.octahedral_splitting' depends on axioms: [propext, Classical.choice, Quot.sound]
'OctahedralSplitting.levels' depends on axioms: [propext, Classical.choice, Quot.sound]
```

Q: So which is lower, e_g or t_2g?

A: Symmetry doesn't say, and here $a$ and $b$ are arbitrary real numbers. In the simplest electrostatic model, six equal negative point charges on the axes, at equal distances from the metal, put t_2g lower. Eight such charges at the corners of a cube have the same symmetry but put e_g lower. The size of the gap depends on the ligands and the metal.

Q: And what physics has been left out?

A: The model is one electron in a single d shell, with a real operator and a perfectly octahedral site. Spin-orbit coupling, electron repulsion, mixing with other shells and distortions are all absent.

Q: Does it help me with a calculation?

A: Yes, as a check: for a spinless one-electron model at a site whose whole surroundings, not just the nearest neighbours, have full octahedral symmetry, the real $5\times5$ d block in an orthonormal basis of the usual real orbitals aligned with the cubic axes must be diagonal, with one value shared by the two e_g orbitals and one shared by the three t_2g orbitals. The two values may coincide. If your block doesn't have this form, either something in the calculation has broken the symmetry (the site, the potential or the numerical treatment), or the axes are misaligned.
